# No nontrivial three-phonon process conserves energy in a monatomic chain with nearest-neighbour springs

Let the atoms of a monatomic chain move only along the chain, joined by harmonic nearest-neighbour springs. Two phonons then cannot merge into one while conserving both energy and crystal momentum, unless one of the two has a wavevector in the reciprocal lattice and hence zero frequency. This holds for normal and umklapp processes alike, and for the reverse process, in which one phonon splits into two. The reason is that the dispersion

ω(q) = 2√(K/m) |sin(qa/2)|

is subadditive: ω(q₁ + q₂) ≤ ω(q₁) + ω(q₂), with equality only in the trivial cases. Here K is the spring constant, m the atomic mass, a the lattice spacing and q the wavevector. With a = 1 and K/m = 1/4 the dispersion becomes |sin(q/2)|, and the trivial wavevectors are the integer multiples of 2π.

Cubic anharmonicity lets phonons merge and split, and such collisions contribute to thermal resistance. For this one-branch chain, a phonon Boltzmann calculation with sharp energy conservation therefore finds no three-phonon channel among phonons of nonzero frequency.

```lean
import Mathlib

open Real

namespace MonatomicChainPhonons

noncomputable section
```

## The chain and its waves

The frequency is a function on all real q, not only on the first Brillouin zone, so an umklapp process needs no separate treatment. The wavevectors of a finite periodic chain are among these real values.

```lean
/-- Phonon frequency at wavevector `q` of a chain with spring constant `K`, mass `m` and
lattice spacing `a`, for `K ≥ 0` and `m > 0`. -/
def frequency (K m a q : ℝ) : ℝ := 2 * √(K / m) * |sin (q * a / 2)|
```

A reciprocal lattice vector is G = 2πn/a with n an integer. Zero is included, so a process with G = 0 is a special case of what follows.

```lean
/-- `G` is a reciprocal lattice vector of the chain with spacing `a ≠ 0`: an integer multiple
of `2π / a`. -/
def IsReciprocal (a G : ℝ) : Prop := ∃ n : ℤ, G = n * (2 * π / a)
```

The displacement of atom n at time t in a travelling wave of amplitude A is

uₙ(t) = A cos(qan − ωt).

```lean
/-- Displacement of atom `n` at time `t` in a travelling wave of amplitude `A` and
wavevector `q`, for `K ≥ 0` and `m > 0`. -/
def planeWave (K m a q A : ℝ) (n : ℤ) (t : ℝ) : ℝ :=
  A * cos (q * a * n - frequency K m a q * t)
```

## The frequency follows from Newton's equation

Squaring the frequency and using 2 sin²(qa/2) = 1 − cos qa gives

mω² = 4K sin²(qa/2) = 2K(1 − cos qa).

In Lean, the double-angle formula `h`, the Pythagorean identity `p` and the cancellation m(K/m) = K are combined linearly to give this equation.

```lean
variable {K m a : ℝ}

/-- The dispersion relation `m ω² = 2 K (1 - cos q a)` for positive spring constant and mass. -/
theorem dispersion_relation (hK : 0 < K) (hm : 0 < m) (q : ℝ) :
    m * frequency K m a q ^ 2 = 2 * K * (1 - cos (q * a)) := by
  unfold frequency
  rw [mul_pow, mul_pow, Real.sq_sqrt (by positivity), sq_abs]
  have h := Real.cos_two_mul (q * a / 2)
  rw [show 2 * (q * a / 2) = q * a by ring] at h
  have p := Real.sin_sq_add_cos_sq (q * a / 2)
  have hc : m * (K / m) = K := by field_simp
  linear_combination 4 * sin (q * a / 2) ^ 2 * hc + 2 * K * h + 4 * K * p
```

This is the frequency that the springs require. Write θ = qan − ωt. Differentiating uₙ = A cos θ twice in time gives

m d²uₙ/dt² = −mω² A cos θ.

The neighbouring atoms have phases θ ± qa, and cos(θ + qa) + cos(θ − qa) = 2 cos θ cos qa. The spring force on atom n is therefore

K(uₙ₊₁ + uₙ₋₁ − 2uₙ) = −2K(1 − cos qa) A cos θ.

By the dispersion relation the two right-hand sides agree. In the proof, `hd` is the velocity, `h2` the acceleration, and `hp` and `hn` the shifted neighbours. The last line multiplies the dispersion relation by −A cos θ.

```lean
/-- For positive spring constant and mass, the travelling wave obeys Newton's equation for
atoms joined to their nearest neighbours by harmonic springs. -/
theorem planeWave_newton (hK : 0 < K) (hm : 0 < m) (q A : ℝ) (n : ℤ) (t : ℝ) :
    m * deriv (deriv (planeWave K m a q A n)) t =
      K * (planeWave K m a q A (n + 1) t + planeWave K m a q A (n - 1) t
        - 2 * planeWave K m a q A n t) := by
  have hθ : ∀ s, HasDerivAt (fun s => q * a * n - frequency K m a q * s)
      (-frequency K m a q) s := fun s =>
    (((hasDerivAt_id' s).const_mul (frequency K m a q)).const_sub _).congr_deriv (by ring)
  -- the velocity, and then the acceleration
  have hd : deriv (planeWave K m a q A n) = fun s =>
      A * frequency K m a q * sin (q * a * n - frequency K m a q * s) := by
    funext s
    have h1 : HasDerivAt (planeWave K m a q A n)
        (A * frequency K m a q * sin (q * a * n - frequency K m a q * s)) s :=
      ((hθ s).cos.const_mul A).congr_deriv (by ring)
    exact h1.deriv
  have h2 : HasDerivAt (fun s =>
      A * frequency K m a q * sin (q * a * n - frequency K m a q * s))
      (-(A * frequency K m a q ^ 2 * cos (q * a * n - frequency K m a q * t))) t :=
    ((hθ t).sin.const_mul (A * frequency K m a q)).congr_deriv (by ring)
  -- the neighbours are shifted in phase by `± q a`
  have hp : planeWave K m a q A (n + 1) t =
      A * cos ((q * a * n - frequency K m a q * t) + q * a) := by
    unfold planeWave
    push_cast
    ring_nf
  have hn : planeWave K m a q A (n - 1) t =
      A * cos ((q * a * n - frequency K m a q * t) - q * a) := by
    unfold planeWave
    push_cast
    ring_nf
  rw [hd, h2.deriv, hp, hn, Real.cos_add, Real.cos_sub _ (q * a)]
  unfold planeWave
  linear_combination (-(A * cos (q * a * n - frequency K m a q * t))) *
    dispersion_relation (a := a) hK hm q
```

## The modulus of the sine is subadditive

For real x and y, the addition formula and the triangle inequality give

|sin(x + y)| ≤ |sin x| |cos y| + |cos x| |sin y| ≤ |sin x| + |sin y|,

where the second step uses that no cosine exceeds 1 in modulus. The facts `h1` and `h2` bound the two products separately.

```lean
/-- The modulus of the sine is subadditive. -/
theorem abs_sin_add_le (x y : ℝ) : |sin (x + y)| ≤ |sin x| + |sin y| := by
  have h := abs_add_le (sin x * cos y) (cos x * sin y)
  rw [← Real.sin_add, abs_mul, abs_mul] at h
  have h1 := mul_le_of_le_one_right (abs_nonneg (sin x)) (Real.abs_cos_le_one y)
  have h2 := mul_le_of_le_one_left (abs_nonneg (sin y)) (Real.abs_cos_le_one x)
  linarith
```

Suppose now that neither sine vanishes. Then cos² y = 1 − sin² y < 1, so |cos y| < 1. Since |sin x| > 0, this gives

|sin x| |cos y| < |sin x|,

and the inequality for the sum is strict. Equality therefore forces sin x = 0 or sin y = 0.

Conversely, if sin x = 0 then cos x = ±1 and sin(x + y) = ±sin y, so equality holds. The case sin y = 0 is the same with x and y exchanged. Lean proves the first direction by contradiction and the second by going through the two signs of the cosine.

```lean
/-- Equality in the subadditivity of `|sin|` holds exactly when one of the two sines
vanishes. -/
theorem abs_sin_add_eq_iff (x y : ℝ) :
    |sin (x + y)| = |sin x| + |sin y| ↔ sin x = 0 ∨ sin y = 0 := by
  constructor
  · intro he
    by_contra hne
    obtain ⟨hx, hy⟩ := not_or.1 hne
    -- a nonzero sine forces the cosine to be less than 1 in modulus
    have hy2 : 0 < sin y ^ 2 := by positivity
    have hc : |cos y| < 1 := (sq_lt_one_iff_abs_lt_one _).1 (by
      linarith [Real.sin_sq_add_cos_sq y])
    have h := abs_add_le (sin x * cos y) (cos x * sin y)
    rw [← Real.sin_add, abs_mul, abs_mul] at h
    have h1 := mul_lt_of_lt_one_right (abs_pos.2 hx) hc
    have h2 := mul_le_of_le_one_left (abs_nonneg (sin y)) (Real.abs_cos_le_one x)
    linarith
  · rintro (h | h)
    · rcases Real.sin_eq_zero_iff_cos_eq.1 h with hc | hc <;> simp [Real.sin_add, h, hc]
    · rcases Real.sin_eq_zero_iff_cos_eq.1 h with hc | hc <;> simp [Real.sin_add, h, hc]
```

## From sines to phonon frequencies

For positive K, m and a the prefactor 2√(K/m) is nonzero, so ω(q) = 0 means sin(qa/2) = 0. That happens when qa/2 = nπ for some integer n, which is to say

q = 2πn/a.

The frequency thus vanishes exactly on the reciprocal lattice. Such a wavevector displaces all atoms equally, as q = 0 does, and describes a translation of the chain and not a vibration.

```lean
/-- For positive `K`, `m` and `a`, the frequency vanishes exactly at the reciprocal lattice
vectors. -/
theorem frequency_eq_zero_iff (hK : 0 < K) (hm : 0 < m) (ha : 0 < a) (q : ℝ) :
    frequency K m a q = 0 ↔ IsReciprocal a q := by
  have hc : 2 * √(K / m) ≠ 0 := by positivity
  unfold frequency IsReciprocal
  rw [mul_eq_zero, or_iff_right hc, abs_eq_zero, Real.sin_eq_zero_iff]
  constructor
  · rintro ⟨n, hn⟩
    refine ⟨n, ?_⟩
    rw [← mul_div_assoc, eq_div_iff ha.ne']
    linarith
  · rintro ⟨n, rfl⟩
    exact ⟨n, by field_simp⟩
```

Setting x = q₁a/2 and y = q₂a/2 in the sine inequality and multiplying by 2√(K/m) ≥ 0 gives

ω(q₁ + q₂) ≤ ω(q₁) + ω(q₂).

```lean
/-- The frequency at a sum of two wavevectors is at most the sum of the two frequencies. -/
theorem frequency_add_le (q₁ q₂ : ℝ) :
    frequency K m a (q₁ + q₂) ≤ frequency K m a q₁ + frequency K m a q₂ := by
  unfold frequency
  rw [show (q₁ + q₂) * a / 2 = q₁ * a / 2 + q₂ * a / 2 by ring, ← mul_add]
  exact mul_le_mul_of_nonneg_left (abs_sin_add_le _ _) (by positivity)
```

The equality case carries over in the same way. The nonzero prefactor cancels, and a vanishing sine is translated into membership of the reciprocal lattice:

ω(q₁ + q₂) = ω(q₁) + ω(q₂) exactly when q₁ or q₂ is a reciprocal lattice vector.

```lean
/-- For positive `K`, `m` and `a`, the frequencies add exactly when one of the two wavevectors
is a reciprocal lattice vector. -/
theorem frequency_add_eq_iff (hK : 0 < K) (hm : 0 < m) (ha : 0 < a) (q₁ q₂ : ℝ) :
    frequency K m a (q₁ + q₂) = frequency K m a q₁ + frequency K m a q₂ ↔
      IsReciprocal a q₁ ∨ IsReciprocal a q₂ := by
  have hc : 2 * √(K / m) ≠ 0 := by positivity
  rw [← frequency_eq_zero_iff hK hm ha q₁, ← frequency_eq_zero_iff hK hm ha q₂]
  unfold frequency
  rw [show (q₁ + q₂) * a / 2 = q₁ * a / 2 + q₂ * a / 2 by ring, ← mul_add,
    mul_right_inj' hc, abs_sin_add_eq_iff, mul_eq_zero, or_iff_right hc, abs_eq_zero,
    mul_eq_zero, or_iff_right hc, abs_eq_zero]
```

Periodicity now comes without further trigonometry. If G is a reciprocal lattice vector, the equality case applies to q and G, and ω(G) = 0, so

ω(q + G) = ω(q) + ω(G) = ω(q).

```lean
/-- For positive `K`, `m` and `a`, shifting the wavevector by a reciprocal lattice vector
leaves the frequency unchanged. -/
theorem frequency_add_reciprocal (hK : 0 < K) (hm : 0 < m) (ha : 0 < a) {G : ℝ}
    (hG : IsReciprocal a G) (q : ℝ) : frequency K m a (q + G) = frequency K m a q := by
  rw [(frequency_add_eq_iff hK hm ha q G).2 (Or.inr hG),
    (frequency_eq_zero_iff hK hm ha G).2 hG, add_zero]
```

## Three phonons, normal and umklapp

Let phonons q₁ and q₂ merge into q₃ with crystal momentum conserved up to a reciprocal lattice vector:

q₁ + q₂ = q₃ + G.

Periodicity gives ω(q₃) = ω(q₃ + G) = ω(q₁ + q₂). Energy conservation,

ħω(q₁) + ħω(q₂) = ħω(q₃),

then says, after division by ħ > 0, that the frequencies add. By the equality case this happens exactly when q₁ or q₂ lies in the reciprocal lattice.

In the Lean statement `hG` says that G is a reciprocal lattice vector and `hq` is the conservation of crystal momentum. The variable `hbar` may be any positive number, since it cancels from the energy balance. The statement is an equivalence, so it also says that the trivial processes do conserve energy. Read from right to left, the same two conservation laws describe the decay of q₃ into q₁ and q₂.

```lean
/-- Let `K`, `m`, `a` and `ħ` be positive, and let phonons `q₁` and `q₂` merge into `q₃` with
crystal momentum conserved up to a reciprocal lattice vector `G`. Then the process conserves energy
exactly when `q₁` or `q₂` is a reciprocal lattice vector. -/
theorem three_phonon_energy_iff (hK : 0 < K) (hm : 0 < m) (ha : 0 < a) {hbar : ℝ}
    (hh : 0 < hbar) {q₁ q₂ q₃ G : ℝ} (hG : IsReciprocal a G) (hq : q₁ + q₂ = q₃ + G) :
    hbar * frequency K m a q₁ + hbar * frequency K m a q₂ = hbar * frequency K m a q₃ ↔
      IsReciprocal a q₁ ∨ IsReciprocal a q₂ := by
  rw [← mul_add, mul_right_inj' hh.ne', ← frequency_add_reciprocal hK hm ha hG q₃, ← hq]
  exact eq_comm.trans (frequency_add_eq_iff hK hm ha q₁ q₂)
```

The theorem concerns the conservation laws, and no anharmonic interaction appears in it. The step to a real chain is the assumption that collisions conserve the sum of the harmonic phonon energies sharply, as in Fermi's golden rule. Frequency shifts and finite phonon lifetimes relax that assumption. A second polarisation branch would bring its own dispersion relation, and springs to more distant neighbours would change the present one. The theorem covers neither case.

## One phonon into many

Let k_l be finitely many wavevectors, labelled by l in a finite set s. Applying subadditivity to one term at a time gives

ω(Σ k_l) ≤ Σ ω(k_l).

The induction starts from the empty set, where both sides are zero because ω(0) = 0.

```lean
/-- The frequency at a finite sum of wavevectors is at most the sum of the frequencies. -/
theorem frequency_sum_le {ι : Type*} (s : Finset ι) (k : ι → ℝ) :
    frequency K m a (∑ l ∈ s, k l) ≤ ∑ l ∈ s, frequency K m a (k l) := by
  classical
  induction s using Finset.induction_on with
  | empty => simp [frequency]
  | insert b s hb ih =>
    rw [Finset.sum_insert hb, Finset.sum_insert hb]
    exact (frequency_add_le _ _).trans (add_le_add le_rfl ih)
```

Now let a phonon q split into the phonons k_l, with Σ k_l = q + G. Suppose that two of the products, with different labels i and j, have wavevectors outside the reciprocal lattice. Write R for the sum of the remaining wavevectors, which is zero if there are none. Then

ω(q) = ω(k_i + k_j + R)
 ≤ ω(k_i + k_j) + ω(R)
 < ω(k_i) + ω(k_j) + ω(R)
 ≤ Σ ω(k_l).

The strict step is the equality case applied to k_i and k_j. The products would need more energy than q has, so the decay is forbidden, and so is the reverse process in which all of them merge into one. If only one product lay outside the reciprocal lattice, the others would have zero frequency and the energies would balance.

In the proof, `split` separates the labels i and j from any sum over s. The facts `h3`, `h2` and `h4` are the three inequalities of the chain, from top to bottom, and `linarith` adds them. The theorem says nothing about collisions with two or more phonons on each side, such as the scattering of two phonons into two others.

```lean
/-- Let `K`, `m` and `a` be positive. If a phonon `q` splits into finitely many phonons with
crystal momentum conserved up to `G`, and two of them have wavevectors outside the reciprocal
lattice, then the products have strictly larger total frequency than `q`. -/
theorem multiphonon_decay_forbidden (hK : 0 < K) (hm : 0 < m) (ha : 0 < a) {ι : Type*}
    (s : Finset ι) (k : ι → ℝ) {i j : ι} (hi : i ∈ s) (hj : j ∈ s) (hij : i ≠ j)
    (hki : ¬ IsReciprocal a (k i)) (hkj : ¬ IsReciprocal a (k j)) {q G : ℝ}
    (hG : IsReciprocal a G) (hq : ∑ l ∈ s, k l = q + G) :
    frequency K m a q < ∑ l ∈ s, frequency K m a (k l) := by
  classical
  have hj' : j ∈ s.erase i := Finset.mem_erase.2 ⟨hij.symm, hj⟩
  -- isolate the two nontrivial phonons in any sum over the products
  have split : ∀ f : ι → ℝ,
      ∑ l ∈ s, f l = f i + f j + ∑ l ∈ (s.erase i).erase j, f l := by
    intro f
    have e1 := Finset.add_sum_erase s f hi
    have e2 := Finset.add_sum_erase (s.erase i) f hj'
    linarith
  have h2 := lt_of_le_of_ne (frequency_add_le (K := K) (m := m) (a := a) (k i) (k j))
    (fun h => ((frequency_add_eq_iff hK hm ha _ _).1 h).elim hki hkj)
  have h3 := frequency_add_le (K := K) (m := m) (a := a) (k i + k j)
    (∑ l ∈ (s.erase i).erase j, k l)
  have h4 := frequency_sum_le (K := K) (m := m) (a := a) ((s.erase i).erase j) k
  rw [← frequency_add_reciprocal hK hm ha hG q, ← hq, split k,
    split (fun l => frequency K m a (k l))]
  linarith

end

end MonatomicChainPhonons
```

```lean
#print axioms MonatomicChainPhonons.planeWave_newton
#print axioms MonatomicChainPhonons.three_phonon_energy_iff
#print axioms MonatomicChainPhonons.multiphonon_decay_forbidden
```

```
'MonatomicChainPhonons.planeWave_newton' depends on axioms: [propext, Classical.choice, Quot.sound]
'MonatomicChainPhonons.three_phonon_energy_iff' depends on axioms: [propext, Classical.choice, Quot.sound]
'MonatomicChainPhonons.multiphonon_decay_forbidden' depends on axioms: [propext, Classical.choice, Quot.sound]
```

## A chain bound to a substrate

A similar argument treats a chain in which each atom is also held to its site by a harmonic force −mω₀²uₙ, with ω₀ > 0. Its dispersion is Ω(q) = √(ω₀² + ω(q)²), and

Ω(q₁ + q₂) ≤ √(ω₀² + (ω(q₁) + ω(q₂))²)
 < √((2ω₀)² + (ω(q₁) + ω(q₂))²)
 ≤ Ω(q₁) + Ω(q₂).

The first step is the subadditivity of ω, and the last is the triangle inequality for the plane vectors (ω₀, ω(q₁)) and (ω₀, ω(q₂)). The inequality is now strict for all wavevectors, so in this chain not even the trivial three-phonon processes conserve energy. This variant is argued here in prose and has no Lean proof above.
